# Band velocity with an overlap matrix: $e' = \langle u,(H'-eS')u\rangle$ for Hermitian $H$, $S$ and a differentiable eigenvector with $\langle u,Su\rangle=1$

Take one orbital with $H(k)=1$ and overlap $S(k)=1+k$. The band is $e(k)=1/(1+k)$, with slope $-1$ at $k=0$. The familiar expression $\langle u,H'u\rangle$ for the band velocity gives $0$, because $H$ does not depend on $k$. In general the bare expression even depends on the zero of energy: replacing $H$ by $H+cS$ shifts every band by the constant $c$ and leaves all slopes alone, but it changes $\langle u,H'u\rangle$ by $c\,\langle u,S'u\rangle$.

The term $-eS'$ repairs both faults. Overlap matrices that vary with $k$ occur in PAW and ultrasoft calculations and in non-orthogonal local orbitals. The result applies there to an effective one-electron problem with finite matrices of fixed size and one real parameter $k$.

## The energy as a quotient of two matrix elements

Write $\langle x,y\rangle=\sum_i \overline{x_i}\,y_i$. A prime denotes the derivative with respect to $k$ at a fixed point $k_0$, and a subscript $0$ denotes a value there. Suppose that $H$, $S$ and $u$ are differentiable at $k_0$, that $H_0$ and $S_0$ are Hermitian, that $Hu=eSu$ near $k_0$ with $e$ real, and that $\langle u_0,S_0u_0\rangle=1$. Define

$$N(k)=\langle u_0,H(k)u(k)\rangle,\qquad D(k)=\langle u_0,S(k)u(k)\rangle .$$

The eigenvalue equation gives $N=eD$. Since $D(k_0)=1$ and $D$ is continuous at $k_0$, it is nonzero nearby, so $e=N/D$ there. This shows that $e$ is differentiable at $k_0$. With $D(k_0)=1$ and $N(k_0)=e_0$, the quotient rule gives $e'=N'-e_0D'$. The product rule gives

$$N'=\langle u_0,H'u_0\rangle+\langle u_0,H_0u'\rangle,\qquad D'=\langle u_0,S'u_0\rangle+\langle u_0,S_0u'\rangle .$$

Hence

$$e'=\langle u_0,(H'-e_0S')u_0\rangle+\big[\langle u_0,H_0u'\rangle-e_0\langle u_0,S_0u'\rangle\big].$$

The bracket vanishes. If $H_0w=\mu S_0w$ with $\mu$ real, then for every vector $x$ Hermiticity gives

$$\langle w,H_0x\rangle=\langle H_0w,x\rangle=\mu\langle S_0w,x\rangle=\mu\langle w,S_0x\rangle ,$$

and the bracket is the case $w=u_0$, $\mu=e_0$, $x=u'$.

**A two-orbital check.** Let $H$ have zero diagonal and off-diagonal entries $-3+k$, and let $S$ have unit diagonal and off-diagonal entries $\tfrac12+\tfrac k2$. The vector $(1,1)$ is an eigenvector for every $k$ near $0$, with

$$e(k)=\frac{-3+k}{\tfrac32+\tfrac k2},\qquad e(0)=-2,\qquad e'(0)=\frac{\tfrac32+\tfrac32}{\tfrac94}=\frac43 .$$

At $k=0$ the normalised state is $u_0=(1,1)/\sqrt3$. Then $\langle u_0,H'u_0\rangle=\tfrac23$ and $\langle u_0,S'u_0\rangle=\tfrac13$, so the formula gives $\tfrac23-(-2)\cdot\tfrac13=\tfrac43$. The bare element is half the true slope.

## The band and its optical element in Lean

The index type `n` is any finite set of basis functions, and `star x ⬝ᵥ y` is $\langle x,y\rangle$.

```lean
import Mathlib

open Matrix Filter Topology

namespace GeneralizedBandVelocity

variable {n : Type*} [Fintype n]

/-- The matrix family `A(k)` has the entrywise derivative `A'` at `k₀`. -/
def HasMatrixDeriv (A : ℝ → Matrix n n ℂ) (A' : Matrix n n ℂ) (k₀ : ℝ) : Prop :=
  ∀ i j, HasDerivAt (fun k => A k i j) (A' i j) k₀
```

`HasMatrixDeriv A A' k₀` says that each entry of `A` is differentiable at $k_0$, with the corresponding entry of `A'` as its derivative.

```lean
/-- A band of the generalized eigenvalue problem `H u = e S u` near `k₀`, with `H` and `S`
Hermitian at `k₀` and the state normalised there in the overlap metric. -/
structure IsBandAt (H S : ℝ → Matrix n n ℂ) (u : ℝ → n → ℂ) (e : ℝ → ℝ) (k₀ : ℝ) : Prop where
  hermH : (H k₀).IsHermitian
  hermS : (S k₀).IsHermitian
  eigen : ∀ᶠ k in 𝓝 k₀, H k *ᵥ u k = (e k : ℂ) • (S k *ᵥ u k)
  norm : star (u k₀) ⬝ᵥ (S k₀ *ᵥ u k₀) = 1
```

`IsBandAt` collects the physical assumptions. The eigenvalue equation holds on a neighbourhood of $k_0$, which is the meaning of `∀ᶠ k in 𝓝 k₀`. Hermiticity and normalisation are required only at $k_0$. The energy is real by its type, `ℝ → ℝ`. Positive definiteness of $S$ is not assumed.

```lean
/-- The matrix element `⟨w, (H' - ε S') u⟩` between the vectors `w` and `u`. -/
def opticalElement (H' S' : Matrix n n ℂ) (ε : ℝ) (w u : n → ℂ) : ℂ :=
  star w ⬝ᵥ ((H' - (ε : ℂ) • S') *ᵥ u)

/-- `opticalElement` is the Hamiltonian term minus the energy times the overlap term. -/
theorem opticalElement_eq (H' S' : Matrix n n ℂ) (ε : ℝ) (w u : n → ℂ) :
    opticalElement H' S' ε w u
      = star w ⬝ᵥ (H' *ᵥ u) - (ε : ℂ) * (star w ⬝ᵥ (S' *ᵥ u)) := by
  simp only [opticalElement, sub_mulVec, smul_mulVec, dotProduct_sub, dotProduct_smul,
    smul_eq_mul]
```

The definition takes two states, so one expression serves for the velocity and for interband elements. The name `opticalElement` refers to its part in the coupling to light. Between states of different energy the full coupling can also contain dipole matrix elements of the basis functions, which $H'$ and $S'$ do not supply. The theorems concern matrices only. They do not treat a basis whose size changes with $k$, and the velocity in ordinary units is $e'/\hbar$.

## Differentiable matrices and a differentiable state

The entries of $H$ and $S$ must be differentiable at $k_0$, and the state must be followed along one band with a phase and a norm that are differentiable there too. The derivation uses this in $N'$ and $D'$. The proof uses it in the product rule, where the left state `w` is held fixed:

```lean
/-- Product rule for `⟨w, A(k) u(k)⟩` with a fixed state `w` and differentiable `A` and `u`. -/
theorem hasDerivAt_element {A : ℝ → Matrix n n ℂ} {A' : Matrix n n ℂ} {u : ℝ → n → ℂ}
    {u' : n → ℂ} {k₀ : ℝ} (w : n → ℂ) (hA : HasMatrixDeriv A A' k₀)
    (hu : HasDerivAt u u' k₀) :
    HasDerivAt (fun k => star w ⬝ᵥ (A k *ᵥ u k))
      (star w ⬝ᵥ (A' *ᵥ u k₀) + star w ⬝ᵥ (A k₀ *ᵥ u')) k₀ := by
  have h : HasDerivAt (fun k => ∑ i, star (w i) * ∑ j, A k i j * u k j)
      (∑ i, star (w i) * ∑ j, (A' i j * u k₀ j + A k₀ i j * u' j)) k₀ :=
    HasDerivAt.fun_sum fun i _ => (HasDerivAt.fun_sum fun j _ =>
      (hA i j).fun_mul (hasDerivAt_pi.1 hu j)).const_mul _
  exact h.congr_deriv (by
    simp only [dotProduct, mulVec, Pi.star_apply, Finset.sum_add_distrib, mul_add])
```

The lemma writes the matrix element as a double sum, differentiates each product $A_{ij}u_j$, and regroups the terms.

Without a differentiable state the conclusion can fail. For $S=1$ and $H=\mathrm{diag}(k,-k)$, the lower band is $-|k|$. Its eigenvector jumps from one orbital to the other at $k=0$, and the slope does not exist there. A jump of phase alone is harmless to the velocity: $u'$ does not appear in the final formula, and the phase can be chosen again.

## Hermitian matrices at the point of interest

Hermiticity of $H$ and $S$ expresses real expectation values of the energy and of the norm. By hand, it is what lets an eigenvector act from the left and so removes $u'$. In Lean this is a separate lemma:

```lean
/-- For Hermitian `H` and `S`, a solution of `H w = μ S w` with real `μ` also satisfies the
eigenvalue equation from the left: `⟨w, H x⟩ = μ ⟨w, S x⟩` for every `x`. -/
theorem left_eigen {H S : Matrix n n ℂ} (hH : H.IsHermitian) (hS : S.IsHermitian)
    {w : n → ℂ} {μ : ℝ} (hw : H *ᵥ w = (μ : ℂ) • (S *ᵥ w)) (x : n → ℂ) :
    star w ⬝ᵥ (H *ᵥ x) = (μ : ℂ) * (star w ⬝ᵥ (S *ᵥ x)) := by
  -- a Hermitian matrix may be moved to the other side of the inner product
  have key : ∀ A : Matrix n n ℂ, A.IsHermitian →
      star w ⬝ᵥ (A *ᵥ x) = star (A *ᵥ w) ⬝ᵥ x := by
    intro A hA
    rw [star_mulVec, hA.eq, ← dotProduct_mulVec]
  rw [key H hH, key S hS, hw, star_smul, smul_dotProduct, smul_eq_mul]
  simp
```

The inner statement `key` moves a Hermitian matrix across the inner product. It is applied once to `H` and once to `S`, and the real number `μ` is unchanged by conjugation.

Without Hermiticity the left and right eigenvectors can differ, and the formula can then give a wrong number. Take $S=1$ and

$$H(k)=\begin{pmatrix}0&1\\k&1\end{pmatrix}.$$

The eigenvalue that vanishes at $k=0$ satisfies $e^2-e-k=0$, so $e'(0)=-1$. Its eigenvector at $k=0$ is $(1,0)$, for which $\langle u,H'u\rangle=0$.

## An eigenvalue equation that holds near $k_0$

The state must belong to the band at neighbouring values of $k$ as well as at $k_0$. The derivation uses this in $e=N/D$. If the equation held only at $k_0$, the function $e$ could take any values elsewhere and its slope would be undetermined.

```lean
/-- Band velocity with an overlap matrix: if `H`, `S` and the state `u` of a band are
differentiable at `k₀`, then so is the energy, and `e' = ⟨u, (H' - e S') u⟩`. -/
theorem band_velocity {H S : ℝ → Matrix n n ℂ} {H' S' : Matrix n n ℂ} {u : ℝ → n → ℂ}
    {u' : n → ℂ} {e : ℝ → ℝ} {k₀ : ℝ} (hb : IsBandAt H S u e k₀)
    (hH : HasMatrixDeriv H H' k₀) (hS : HasMatrixDeriv S S' k₀) (hu : HasDerivAt u u' k₀) :
    HasDerivAt (fun k => (e k : ℂ)) (opticalElement H' S' (e k₀) (u k₀) (u k₀)) k₀ := by
  have hN := hasDerivAt_element (u k₀) hH hu
  have hD := hasDerivAt_element (u k₀) hS hu
  have hl := left_eigen hb.hermH hb.hermS hb.eigen.self_of_nhds
  have hnorm := hb.norm
  have h0 : star (u k₀) ⬝ᵥ (S k₀ *ᵥ u k₀) ≠ 0 := by
    rw [hnorm]
    exact one_ne_zero
  -- near `k₀` the energy is a quotient of two differentiable matrix elements
  have hq : (fun k => (e k : ℂ)) =ᶠ[𝓝 k₀] fun k =>
      (star (u k₀) ⬝ᵥ (H k *ᵥ u k)) / (star (u k₀) ⬝ᵥ (S k *ᵥ u k)) := by
    filter_upwards [hb.eigen, hD.continuousAt.eventually_ne h0] with k hk hne
    rw [hk, dotProduct_smul, smul_eq_mul, mul_div_cancel_right₀ _ hne]
  -- the terms with `u'` cancel by the eigenvalue equation from the left
  refine ((hN.fun_div hD h0).congr_deriv ?_).congr_of_eventuallyEq hq
  simp only [opticalElement_eq, hl, hnorm]
  ring
```

The conclusion `HasDerivAt` says that the energy is differentiable and that its derivative is the optical element of $u_0$ with itself. The energy is regarded as a complex-valued function because the matrix element has complex type.

In the proof, `hN` and `hD` are the derivatives of $N$ and $D$, and `hl` is the eigenvalue equation from the left. The step `hq` establishes the quotient near $k_0$, using both the eigenvalue equation and $D\neq0$. The quotient rule `hN.fun_div hD h0` is then carried over to the energy, and the last two lines cancel the terms with $u'$.

## Normalisation in the overlap metric

The condition $\langle u_0,S_0u_0\rangle=1$ says that the state carries one electron when the norm is measured with $S$. By hand it sets $D(k_0)=1$. In the proof it enters as `hnorm`, first to show that the denominator is nonzero and then to simplify the quotient rule.

If the norm is some other nonzero number, the element must be divided by $\langle u_0,S_0u_0\rangle$. Doubling $u$ would otherwise multiply the computed velocity by four. Since the condition is imposed only at $k_0$, the state may be left unnormalised at neighbouring points.

## Orthogonality to a second state

For an interband element, let $w$ be a solution at $k_0$ with real energy $\mu$ and $\langle w,S_0u_0\rangle=0$. Projecting the eigenvalue equation for $u$ on the fixed $w$ gives $\langle w,Hu\rangle=e\langle w,Su\rangle$ near $k_0$. Differentiation gives

$$\langle w,H'u_0\rangle+\langle w,H_0u'\rangle=e'\langle w,S_0u_0\rangle+e_0\langle w,S'u_0\rangle+e_0\langle w,S_0u'\rangle .$$

The term with $e'$ vanishes by orthogonality, and $\langle w,H_0u'\rangle=\mu\langle w,S_0u'\rangle$ by Hermiticity. Therefore

$$\langle w,(H'-e_0S')u_0\rangle=(e_0-\mu)\langle w,S_0u'\rangle .$$

```lean
/-- Interband element: if `w` solves the eigenvalue problem at `k₀` with energy `μ` and is
`S`-orthogonal to the band state `u`, then `⟨w, (H' - e S') u⟩ = (e - μ) ⟨w, S u'⟩`, for
`H`, `S` and `u` differentiable at `k₀`. -/
theorem interband_element {H S : ℝ → Matrix n n ℂ} {H' S' : Matrix n n ℂ} {u : ℝ → n → ℂ}
    {u' w : n → ℂ} {e : ℝ → ℝ} {k₀ μ : ℝ} (hb : IsBandAt H S u e k₀)
    (hH : HasMatrixDeriv H H' k₀) (hS : HasMatrixDeriv S S' k₀) (hu : HasDerivAt u u' k₀)
    (hw : H k₀ *ᵥ w = (μ : ℂ) • (S k₀ *ᵥ w))
    (horth : star w ⬝ᵥ (S k₀ *ᵥ u k₀) = 0) :
    opticalElement H' S' (e k₀) w (u k₀)
      = ((e k₀ : ℂ) - (μ : ℂ)) * (star w ⬝ᵥ (S k₀ *ᵥ u')) := by
  have he := band_velocity hb hH hS hu
  have hN := hasDerivAt_element w hH hu
  have hD := hasDerivAt_element w hS hu
  have hl := left_eigen hb.hermH hb.hermS hw u'
  -- project the eigenvalue equation on `w` and differentiate both sides
  have hq : (fun k => star w ⬝ᵥ (H k *ᵥ u k)) =ᶠ[𝓝 k₀]
      fun k => (e k : ℂ) * (star w ⬝ᵥ (S k *ᵥ u k)) := by
    filter_upwards [hb.eigen] with k hk
    rw [hk, dotProduct_smul, smul_eq_mul]
  have huniq := hN.unique ((he.fun_mul hD).congr_of_eventuallyEq hq)
  rw [opticalElement_eq H' S' (e k₀) w (u k₀)]
  linear_combination huniq - hl
    + opticalElement H' S' (e k₀) (u k₀) (u k₀) * horth
```

The energy inside the element is that of $u$, the state being differentiated. The vector $w$ need not be normalised; for the element between normalised states, with $\langle w,S_0w\rangle>0$, both sides are divided by $\sqrt{\langle w,S_0w\rangle}$.

In the proof, `hq` is the projected equation. The two expressions for its derivative agree by `hN.unique`, and `linear_combination` performs the rearrangement above.

When $\mu\neq e_0$, Hermiticity already forces the orthogonality. It is a real restriction only for degenerate states, where it amounts to a choice of basis in the degenerate space. Without it, the right-hand side gains the term $e'\langle w,S_0u_0\rangle$.

## When the bare element is enough

The velocity formula differs from $\langle u_0,H'u_0\rangle$ by $e_0\langle u_0,S'u_0\rangle$. The bare element is therefore correct exactly when one of these two factors is zero:

```lean
/-- For a band with `H`, `S` and `u` differentiable at `k₀`, the bare element `⟨u, H' u⟩` is
the band velocity exactly when the energy `e` or the overlap term `⟨u, S' u⟩` vanishes. -/
theorem bare_velocity_iff {H S : ℝ → Matrix n n ℂ} {H' S' : Matrix n n ℂ} {u : ℝ → n → ℂ}
    {u' : n → ℂ} {e : ℝ → ℝ} {k₀ : ℝ} (hb : IsBandAt H S u e k₀)
    (hH : HasMatrixDeriv H H' k₀) (hS : HasMatrixDeriv S S' k₀) (hu : HasDerivAt u u' k₀) :
    HasDerivAt (fun k => (e k : ℂ)) (star (u k₀) ⬝ᵥ (H' *ᵥ u k₀)) k₀
      ↔ e k₀ = 0 ∨ star (u k₀) ⬝ᵥ (S' *ᵥ u k₀) = 0 := by
  have hv := band_velocity hb hH hS hu
  rw [opticalElement_eq] at hv
  constructor
  · intro h
    have h1 := h.unique hv
    have h2 : (e k₀ : ℂ) * (star (u k₀) ⬝ᵥ (S' *ᵥ u k₀)) = 0 := by
      linear_combination h1
    exact (mul_eq_zero.1 h2).imp_left Complex.ofReal_eq_zero.1
  · intro h
    refine hv.congr_deriv ?_
    rcases h with h | h <;> simp [h]
```

In the forward direction, uniqueness of the derivative shows that the product is zero, and `mul_eq_zero` splits it into the two cases. In the reverse direction, either case removes the overlap term. An orthonormal basis at every $k$ has $S'=0$ and falls under the second case. The first case, $e_0=0$, depends on where the zero of energy is placed.

The one-orbital problem from the beginning meets all the hypotheses and neither of these conditions:

```lean
/-- The `1 × 1` problem `H = 1`, `S = 1 + k` has the band `e = 1 / (1 + k)` near `k = 0`,
with `H' = 0` and `S' = 1`, and its velocity at `k = 0` is `-1`. -/
theorem overlap_term_needed :
    IsBandAt (fun _ => (1 : Matrix (Fin 1) (Fin 1) ℂ))
        (fun k => ((1 + k : ℝ) : ℂ) • (1 : Matrix (Fin 1) (Fin 1) ℂ))
        (fun _ => 1) (fun k => (1 + k)⁻¹) 0
      ∧ HasMatrixDeriv (fun _ => (1 : Matrix (Fin 1) (Fin 1) ℂ)) 0 0
      ∧ HasMatrixDeriv (fun k => ((1 + k : ℝ) : ℂ) • (1 : Matrix (Fin 1) (Fin 1) ℂ)) 1 0
      ∧ HasDerivAt (fun k : ℝ => (1 + k)⁻¹) (-1) 0 := by
  have h : HasDerivAt (fun k : ℝ => 1 + k) 1 0 := (hasDerivAt_id (0 : ℝ)).const_add 1
  refine ⟨⟨isHermitian_one, ?_, ?_, ?_⟩, ?_, ?_, ?_⟩
  · simp [Matrix.IsHermitian]
  · filter_upwards [h.continuousAt.eventually_ne (by norm_num : (1 + 0 : ℝ) ≠ 0)] with k hk
    have hc : (1 + (k : ℂ)) ≠ 0 := by exact_mod_cast hk
    ext i
    simp [smul_mulVec, hc]
  · simp [dotProduct]
  · intro i j
    exact hasDerivAt_const _ _
  · intro i j
    exact (h.ofReal_comp.mul_const ((1 : Matrix (Fin 1) (Fin 1) ℂ) i j)).congr_deriv (by simp)
  · exact (h.inv (by norm_num)).congr_deriv (by norm_num)

end GeneralizedBandVelocity
```

The state is the constant vector $1$, which is normalised at $k=0$ and is a valid eigenvector nearby. The four parts of the statement say that this is a band, that $H'=0$, that $S'=1$, and that the slope is $-1$. The formula agrees: $0-1\cdot1=-1$.

```lean
#print axioms GeneralizedBandVelocity.band_velocity
#print axioms GeneralizedBandVelocity.interband_element
#print axioms GeneralizedBandVelocity.bare_velocity_iff
#print axioms GeneralizedBandVelocity.overlap_term_needed
```

```
'GeneralizedBandVelocity.band_velocity' depends on axioms: [propext, Classical.choice, Quot.sound]
'GeneralizedBandVelocity.interband_element' depends on axioms: [propext, Classical.choice, Quot.sound]
'GeneralizedBandVelocity.bare_velocity_iff' depends on axioms: [propext, Classical.choice, Quot.sound]
'GeneralizedBandVelocity.overlap_term_needed' depends on axioms: [propext, Classical.choice, Quot.sound]
```
